# An affine potential functional carries linear density mixing to linear potential mixing

## Two runs that disagree

Two self-consistent-field runs can share the model, the starting density and the mixing parameter and still part after one step, because one mixes densities and the other mixes potentials. For a toy example that does not conserve particle number, take a single real density $\rho$, the potential $B(\rho)=\rho^2$, and a solver $A$ that always returns density $0$. Start at $\rho=1$ with parameter $1/2$. Density mixing gives $\rho=1/2$, whose potential is $1/4$. Potential mixing averages $B(1)=1$ with $B(0)=0$ and gives $1/2$.

The disagreement disappears when $B$ is affine. In mean-field models whose potential is a fixed external part plus a linear Hartree-type term, mixing densities or potentials with the same scalar parameters therefore produces the same sequence of potentials, provided the potential run starts from the potential of the initial density. Exchange–correlation potentials are generally nonlinear in the density and fall outside this case.

## Self-consistency in either variable

Let $A:V\to D$ solve the electronic problem in a given potential, and let $B:D\to V$ build the potential from a density. If $A(B(\rho))=\rho$, then $v=B(\rho)$ satisfies
$$B(A(v))=B(A(B(\rho)))=B(\rho)=v.$$
Exchanging the roles, $B(A(v))=v$ makes $A(v)$ a fixed point of $A\circ B$. The same two equations say that $A$ and $B$ undo each other on these sets, so $B$ is a bijection between them.

A mixing step for a map $F$ with parameter $\alpha$ is $x\mapsto(1-\alpha)x+\alpha F(x)$. It changes $x$ by $\alpha(F(x)-x)$, so for $\alpha\neq0$ it leaves $x$ unchanged exactly when $F(x)=x$.

## Mixing through an affine potential

Write $B(\rho)=v_{\rm ext}+L\rho$ with $L$ linear. Since the weights sum to one,
$$\begin{aligned}B((1-\alpha)\rho+\alpha\sigma)&=v_{\rm ext}+(1-\alpha)L\rho+\alpha L\sigma\\&=(1-\alpha)B(\rho)+\alpha B(\sigma).\end{aligned}$$
Setting $\sigma=A(B(\rho))$ turns one density step into one potential step. Induction on $n$ gives the claim for all iterates, with parameters $\alpha_n$ that may vary.

Conversely, suppose the one-step identity holds for every $A$, $\alpha$ and $\rho$. Choosing $A$ constant with value $y$ gives, for all $a$, $x$ and $y$,
$$B((1-a)x+ay)=(1-a)B(x)+aB(y).$$
With $x=0$ this reads $B(ay)=(1-a)B(0)+aB(y)$; in particular $B(2x)=2B(x)-B(0)$. The midpoint of $2x$ and $2y$ then yields
$$B(x+y)=\tfrac12B(2x)+\tfrac12B(2y)=B(x)+B(y)-B(0).$$
Hence $Lx=B(x)-B(0)$ is additive, and $L(ax)=aLx$, so $B$ is affine.

## The unmixed limit

At $\alpha=1$ a step is just $F$, and $B(A(B(\rho)))$ is both the potential of the new density and the new potential. The two schemes then agree for any $B$, so only genuine mixing tests affinity.

## What the Lean statements say

`D` and `V` are real vector spaces of any dimension; the bijection theorem needs only types. `mixStep` is one step, `mixIter` the sequence, and `IsAffine B` supplies `L` and `vext`. The parameters are arbitrary reals.

`A` is a total, single-valued function, which idealises away degenerate ground states. Densities are not restricted to be nonnegative or normalised. Existence of a fixed point is not shown, and convergence of the densities is a hypothesis of `potentialMixing_tendsto`, together with continuity of `B` at the limit.

```lean
import Mathlib

open Function Filter Topology Matrix

namespace SCFDensityPotentialMixing

noncomputable section

variable {D V E : Type*} [AddCommGroup D] [Module ℝ D] [AddCommGroup V] [Module ℝ V]
  [AddCommGroup E] [Module ℝ E]

/-- One step of linear mixing: the old input `x` and the output `F x` are combined
with weights `1 - α` and `α`. -/
def mixStep (F : E → E) (α : ℝ) (x : E) : E := (1 - α) • x + α • F x

/-- The linearly mixed iterates of `F` started from `x₀`, with mixing parameter `α n`
in step `n`. -/
def mixIter (F : E → E) (α : ℕ → ℝ) (x₀ : E) : ℕ → E
  | 0 => x₀
  | n + 1 => mixStep F (α n) (mixIter F α x₀ n)

/-- The potential is an affine functional of the density: a fixed potential plus a
linear response to the density. -/
def IsAffine (B : D → V) : Prop :=
  ∃ (L : D →ₗ[ℝ] V) (vext : V), ∀ ρ, B ρ = vext + L ρ

/-- The map `B` from densities to potentials is a bijection from the self-consistent
densities onto the self-consistent potentials, and `A` is its inverse there. -/
theorem selfConsistent_bijection {D V : Type*} (A : V → D) (B : D → V) :
    Set.BijOn B (fixedPoints (A ∘ B)) (fixedPoints (B ∘ A)) ∧
      Set.InvOn A B (fixedPoints (A ∘ B)) (fixedPoints (B ∘ A)) := by
  have hinv : Set.InvOn A B (fixedPoints (A ∘ B)) (fixedPoints (B ∘ A)) :=
    ⟨fun _ h => h, fun _ h => h⟩
  -- each map carries fixed points of one cycle to fixed points of the other
  exact ⟨hinv.bijOn (fun _ h => congrArg B h) (fun _ h => congrArg A h), hinv⟩

/-- For a nonzero mixing parameter, a mixing step leaves `x` unchanged exactly when
`x` is a fixed point of the unmixed map. -/
theorem mixStep_eq_self_iff (F : E → E) {α : ℝ} (hα : α ≠ 0) (x : E) :
    mixStep F α x = x ↔ F x = x := by
  -- the change made by the step is `α` times the residual
  have key : mixStep F α x - x = α • (F x - x) := by
    unfold mixStep
    module
  rw [← sub_eq_zero, key, smul_eq_zero, sub_eq_zero]
  exact or_iff_right hα

/-- An affine potential functional sends a mixture of two densities to the mixture of
their potentials with the same weights. -/
theorem IsAffine.map_mix {B : D → V} (hB : IsAffine B) (α : ℝ) (ρ σ : D) :
    B ((1 - α) • ρ + α • σ) = (1 - α) • B ρ + α • B σ := by
  obtain ⟨L, vext, h⟩ := hB
  simp only [h, map_add, map_smul]
  module

/-- If the potential is affine in the density, every linearly mixed density iterate is sent by `B`
to the potential iterate mixed with the same parameters and started from `B ρ₀`. -/
theorem densityMixing_eq_potentialMixing (A : V → D) {B : D → V} (hB : IsAffine B)
    (α : ℕ → ℝ) (ρ₀ : D) (n : ℕ) :
    B (mixIter (A ∘ B) α ρ₀ n) = mixIter (B ∘ A) α (B ρ₀) n := by
  induction n with
  | zero => rfl
  | succ n ih =>
    -- one density step, seen through `B`, is one potential step
    have step : B (mixStep (A ∘ B) (α n) (mixIter (A ∘ B) α ρ₀ n)) =
        mixStep (B ∘ A) (α n) (B (mixIter (A ∘ B) α ρ₀ n)) :=
      hB.map_mix (α n) _ _
    rw [ih] at step
    exact step

/-- A single density mixing step corresponds to a potential mixing step for every map
`A`, every parameter and every density if and only if `B` is affine. -/
theorem mixing_equivalent_iff_isAffine (B : D → V) :
    (∀ (A : V → D) (α : ℝ) (ρ : D),
      B (mixStep (A ∘ B) α ρ) = mixStep (B ∘ A) α (B ρ)) ↔ IsAffine B := by
  constructor
  · intro h
    -- constant maps `A` make `B` preserve all two-point mixtures
    have hmix : ∀ (a : ℝ) (x y : D),
        B ((1 - a) • x + a • y) = (1 - a) • B x + a • B y :=
      fun a x y => h (fun _ => y) a x
    have hs : ∀ (a : ℝ) (x : D), B (a • x) = (1 - a) • B 0 + a • B x := by
      intro a x
      have h0 := hmix a 0 x
      rwa [smul_zero, zero_add] at h0
    -- additivity comes from the midpoint of the doubled densities
    have hadd : ∀ x y : D, B (x + y) = B x + B y - B 0 := by
      intro x y
      have h1 := hmix (1 / 2) ((2 : ℝ) • x) ((2 : ℝ) • y)
      have e : (1 - 1 / 2 : ℝ) • (2 : ℝ) • x + (1 / 2 : ℝ) • (2 : ℝ) • y = x + y := by
        module
      rw [e, hs 2 x, hs 2 y] at h1
      rw [h1]
      module
    let L : D →ₗ[ℝ] V :=
      { toFun := fun x => B x - B 0
        map_add' := by
          intro x y
          show B (x + y) - B 0 = (B x - B 0) + (B y - B 0)
          rw [hadd x y]
          abel
        map_smul' := by
          intro a x
          show B (a • x) - B 0 = a • (B x - B 0)
          rw [hs a x]
          module }
    refine ⟨L, B 0, fun x => ?_⟩
    show B x = B 0 + (B x - B 0)
    abel
  · intro hB A α ρ
    exact hB.map_mix α ρ (A (B ρ))

/-- If the mixed densities converge and the affine map `B` is continuous at their limit, the
potentials mixed with the same parameters from the start `B ρ₀` converge to the potential of that
limit. -/
theorem potentialMixing_tendsto [TopologicalSpace D] [TopologicalSpace V]
    (A : V → D) {B : D → V} (hB : IsAffine B) (α : ℕ → ℝ) (ρ₀ ρlim : D)
    (hc : ContinuousAt B ρlim)
    (hρ : Tendsto (mixIter (A ∘ B) α ρ₀) atTop (𝓝 ρlim)) :
    Tendsto (mixIter (B ∘ A) α (B ρ₀)) atTop (𝓝 (B ρlim)) :=
  (hc.tendsto.comp hρ).congr fun n => densityMixing_eq_potentialMixing A hB α ρ₀ n

/-- On a finite set of sites, an external potential plus an interaction matrix applied
to the density is an affine potential functional. -/
theorem isAffine_witness {n : Type*} [Fintype n] (K : Matrix n n ℝ) (vext : n → ℝ) :
    IsAffine (fun ρ : n → ℝ => vext + K *ᵥ ρ) :=
  ⟨K.mulVecLin, vext, fun _ => rfl⟩

/-- For the quadratic potential `B ρ = ρ ^ 2` and the map `A` with constant value zero,
density and potential mixing with parameter `1/2` from `ρ = 1` differ after one step. -/
theorem quadratic_potential_mixing_differs :
    let A : ℝ → ℝ := fun _ => 0
    let B : ℝ → ℝ := fun ρ => ρ ^ 2
    B (mixStep (A ∘ B) (1 / 2) 1) ≠ mixStep (B ∘ A) (1 / 2) (B 1) := by
  norm_num [mixStep]

end

end SCFDensityPotentialMixing
```

```lean
#print axioms SCFDensityPotentialMixing.densityMixing_eq_potentialMixing
-- 'SCFDensityPotentialMixing.densityMixing_eq_potentialMixing' depends on axioms: [propext, Classical.choice, Quot.sound]
#print axioms SCFDensityPotentialMixing.mixing_equivalent_iff_isAffine
-- 'SCFDensityPotentialMixing.mixing_equivalent_iff_isAffine' depends on axioms: [propext, Classical.choice, Quot.sound]
#print axioms SCFDensityPotentialMixing.potentialMixing_tendsto
-- 'SCFDensityPotentialMixing.potentialMixing_tendsto' depends on axioms: [propext, Classical.choice, Quot.sound]
#print axioms SCFDensityPotentialMixing.quadratic_potential_mixing_differs
-- 'SCFDensityPotentialMixing.quadratic_potential_mixing_differs' depends on axioms: [propext, Classical.choice, Quot.sound]
```

## How the proof runs

In `selfConsistent_bijection`, the fixed-point equations are themselves the inverse relations, and `congrArg` applies `B` or `A` to them to show that each map lands in the other set. `mixStep_eq_self_iff` isolates the residual identity as `key`.

`IsAffine.map_mix` is the weighted-mean calculation, with `module` collecting the coefficients. `densityMixing_eq_potentialMixing` applies it once per induction step, then substitutes the induction hypothesis.

In `mixing_equivalent_iff_isAffine`, `hmix` comes from the constant solver, `hs` from mixing with the origin, and `hadd` from the midpoint; together they build `L`. The reverse direction is `map_mix` again.

`potentialMixing_tendsto` composes the density limit with `B` and replaces each term using the iterate identity. `isAffine_witness` exhibits an interaction matrix `K` on finitely many sites as an affine example, and `quadratic_potential_mixing_differs` evaluates the opening counterexample.
